# For Re z > 0, the modulus of the one-dimensional free-particle kernel of exp(−zH) integrates to √(|z|/Re z)

When a free particle's path integral is rotated from inverse temperature towards real time, its positive Gaussian weights acquire phases, and the question is how much weight then has to cancel. The Lean file below answers it for one particle on a line by computing the integral of the modulus of the kernel, for a single step and for a product of time slices.

```lean
import Mathlib

open Filter Topology MeasureTheory
open scoped Real

namespace ComplexTimeKernel

noncomputable section

/-- The free-particle kernel of mass `m` at complex time `z`, in units with `ħ = 1`,
as a function of the displacement `x`. -/
def kernel (m : ℝ) (z : ℂ) (x : ℝ) : ℂ :=
  ((m : ℂ) / (2 * (π : ℂ) * z)) ^ (1 / 2 : ℂ) *
    Complex.exp (-(m : ℂ) * (x : ℂ) ^ 2 / (2 * z))

/-- The absolute mass of the kernel: the integral of its modulus over all displacements. -/
def absMass (m : ℝ) (z : ℂ) : ℝ := ∫ x : ℝ, ‖kernel m z x‖

/-- The principal square root of a complex number squares to that number. -/
theorem half_power_sq (w : ℂ) : (w ^ (1 / 2 : ℂ)) ^ 2 = w := by
  simp

/-- The modulus of the kernel is a factor independent of `x` times `exp (-a * x ^ 2)`, with the real
coefficient `a = m * z.re / (2 * ‖z‖ ^ 2)`. -/
theorem norm_kernel {m : ℝ} (hm : 0 < m) (z : ℂ) (x : ℝ) :
    ‖kernel m z x‖ = √(m / (2 * π * ‖z‖)) *
      Real.exp (-(m * z.re / (2 * ‖z‖ ^ 2)) * x ^ 2) := by
  have hroot (w : ℂ) : ‖w ^ (1 / 2 : ℂ)‖ = √‖w‖ := by
    rw [← Real.sqrt_sq (norm_nonneg (w ^ (1 / 2 : ℂ))), ← norm_pow, half_power_sq]
  have hpre : ‖(m : ℂ) / (2 * (π : ℂ) * z)‖ = m / (2 * π * ‖z‖) := by
    simp [abs_of_pos hm, abs_of_pos Real.pi_pos]
  -- only the real part of the exponent contributes to the modulus
  have hexp : (-(m : ℂ) * (x : ℂ) ^ 2 / (2 * z)).re =
      -(m * z.re / (2 * ‖z‖ ^ 2)) * x ^ 2 := by
    have h : -(m : ℂ) * (x : ℂ) ^ 2 / (2 * z) =
        ((-(m * x ^ 2 / 2) : ℝ) : ℂ) * z⁻¹ := by
      push_cast
      ring
    rw [h, Complex.re_ofReal_mul, Complex.inv_re, Complex.normSq_eq_norm_sq]
    ring
  rw [kernel, norm_mul, hroot, hpre, Complex.norm_exp, hexp]

/-- At nonzero complex time the kernel is absolutely integrable exactly when the time
has positive real part. -/
theorem integrable_kernel_iff {m : ℝ} (hm : 0 < m) {z : ℂ} (hz : z ≠ 0) :
    Integrable (kernel m z) ↔ 0 < z.re := by
  have hn : 0 < ‖z‖ := norm_pos_iff.2 hz
  have hcont : Continuous (kernel m z) := by
    unfold kernel
    fun_prop
  have hc : √(m / (2 * π * ‖z‖)) ≠ 0 := by positivity
  rw [← integrable_norm_iff hcont.aestronglyMeasurable]
  simp_rw [norm_kernel hm]
  rw [integrable_const_mul_iff (isUnit_iff_ne_zero.2 hc), integrable_exp_neg_mul_sq_iff,
    div_pos_iff_of_pos_right (by positivity), mul_pos_iff_of_pos_left hm]

/-- For positive real part of the complex time, the integral of the modulus of the kernel
is the square root of `|z| / Re z`. -/
theorem absMass_eq {m : ℝ} (hm : 0 < m) {z : ℂ} (hz : 0 < z.re) :
    absMass m z = √(‖z‖ / z.re) := by
  have hn : 0 < ‖z‖ := lt_of_lt_of_le hz (Complex.re_le_norm z)
  unfold absMass
  simp_rw [norm_kernel hm]
  rw [integral_const_mul, integral_gaussian, ← Real.sqrt_mul (by positivity)]
  congr 1
  field_simp

/-- For positive real part of the complex time, the kernel itself integrates to one. -/
theorem integral_kernel {m : ℝ} (hm : 0 < m) {z : ℂ} (hz : 0 < z.re) :
    ∫ x : ℝ, kernel m z x = 1 := by
  have hz0 : z ≠ 0 := by
    rintro rfl
    simp at hz
  have hmC : (m : ℂ) ≠ 0 := Complex.ofReal_ne_zero.2 hm.ne'
  have hpi : (π : ℂ) ≠ 0 := Complex.ofReal_ne_zero.2 Real.pi_ne_zero
  have hb : 0 < ((m : ℂ) / (2 * z)).re := by
    have h : (m : ℂ) / (2 * z) = ((m / 2 : ℝ) : ℂ) * z⁻¹ := by
      push_cast
      ring
    rw [h, Complex.re_ofReal_mul, Complex.inv_re]
    have := Complex.normSq_pos.2 hz0
    positivity
  -- the Gaussian integral produces the root of `u`, the prefactor is the root of `u⁻¹`
  obtain ⟨u, hu⟩ : ∃ u : ℂ, u = ((2 * π / m : ℝ) : ℂ) * z := ⟨_, rfl⟩
  have hure : 0 < u.re := by
    rw [hu, Complex.re_ofReal_mul]
    positivity
  have hslit := Complex.mem_slitPlane_iff_arg.1 (Complex.mem_slitPlane_iff.2 (Or.inl hure))
  have h1 : (m : ℂ) / (2 * (π : ℂ) * z) = u⁻¹ := by
    rw [hu]
    push_cast
    field_simp
  have h2 : (π : ℂ) / ((m : ℂ) / (2 * z)) = u := by
    rw [hu]
    push_cast
    field_simp
  have hroot : u ^ (1 / 2 : ℂ) ≠ 0 := by
    intro h
    have hs := half_power_sq u
    rw [h] at hs
    exact hslit.2 (by simpa using hs.symm)
  have h3 (x : ℝ) : kernel m z x = (u⁻¹) ^ (1 / 2 : ℂ) *
      Complex.exp (-((m : ℂ) / (2 * z)) * (x : ℂ) ^ 2) := by
    rw [kernel, h1]
    congr 2
    ring
  simp_rw [h3]
  rw [integral_const_mul, integral_gaussian_complex hb, h2, Complex.inv_cpow _ _ hslit.1,
    inv_mul_cancel₀ hroot]

/-- For positive real part of the complex time, the absolute mass exceeds one exactly when the
complex time is not real. -/
theorem one_lt_absMass_iff {m : ℝ} (hm : 0 < m) {z : ℂ} (hz : 0 < z.re) :
    1 < absMass m z ↔ z.im ≠ 0 := by
  rw [absMass_eq hm hz, Real.lt_sqrt zero_le_one, one_pow, one_lt_div hz,
    ← Complex.abs_re_lt_norm, abs_of_pos hz]

/-- The absolute mass diverges as the complex time approaches a nonzero point of the imaginary axis
from the right half-plane. -/
theorem absMass_tendsto_atTop {m : ℝ} (hm : 0 < m) {t : ℝ} (ht : t ≠ 0) :
    Tendsto (absMass m) (𝓝[{z : ℂ | 0 < z.re}] ((t : ℂ) * Complex.I)) atTop := by
  have hnorm : Tendsto (fun z : ℂ => ‖z‖) (𝓝[{z : ℂ | 0 < z.re}] ((t : ℂ) * Complex.I))
      (𝓝 |t|) := by
    have h := (continuous_norm.tendsto ((t : ℂ) * Complex.I)).mono_left
      (nhdsWithin_le_nhds (s := {z : ℂ | 0 < z.re}))
    simpa using h
  have hre : Tendsto (fun z : ℂ => z.re) (𝓝[{z : ℂ | 0 < z.re}] ((t : ℂ) * Complex.I))
      (𝓝[>] 0) := by
    refine tendsto_nhdsWithin_iff.2 ⟨?_, eventually_mem_nhdsWithin⟩
    have h := (Complex.continuous_re.tendsto ((t : ℂ) * Complex.I)).mono_left
      (nhdsWithin_le_nhds (s := {z : ℂ | 0 < z.re}))
    simpa using h
  -- a positive limit times a diverging inverse real part
  have hdiv := hnorm.pos_mul_atTop (abs_pos.2 ht) (tendsto_inv_nhdsGT_zero.comp hre)
  refine (Real.tendsto_sqrt_atTop.comp hdiv).congr' ?_
  filter_upwards [self_mem_nhdsWithin] with z hz
  rw [absMass_eq hm hz]
  simp [div_eq_mul_inv]

/-- For positive real part of the complex time `z` and `N` time slices of duration `z / N`, the
integral over all increments of the modulus of the path weight is the `N`-th power of the square
root of `|z| / Re z`. -/
theorem sliced_absMass {m : ℝ} (hm : 0 < m) {z : ℂ} (hz : 0 < z.re) (N : ℕ) :
    ∫ ξ : Fin N → ℝ, ‖∏ i, kernel m (z / N) (ξ i)‖ = √(‖z‖ / z.re) ^ N := by
  have hprod := integral_fintype_prod_volume_eq_prod
    (f := fun (_ : Fin N) (x : ℝ) => ‖kernel m (z / N) x‖)
  simp_rw [norm_prod]
  rw [hprod]
  -- the ratio `|z| / Re z` is the same for every slice
  have hslice : ∀ i : Fin N, ∫ x : ℝ, ‖kernel m (z / N) x‖ = √(‖z‖ / z.re) := by
    intro i
    have hN : (0 : ℝ) < N := Nat.cast_pos.2 i.pos
    have hre : 0 < (z / (N : ℂ)).re := by
      rw [Complex.div_natCast_re]
      positivity
    have h := absMass_eq hm hre
    rw [absMass, Complex.div_natCast_re, norm_div, Complex.norm_natCast,
      div_div_div_cancel_right₀ hN.ne'] at h
    exact h
  rw [Finset.prod_congr rfl (fun i _ => hslice i), Finset.prod_const, Finset.card_univ,
    Fintype.card_fin]

/-- At fixed non-real complex time with positive real part, the absolute mass of the
time-sliced path weight diverges as the number of slices grows. -/
theorem sliced_absMass_tendsto_atTop {m : ℝ} (hm : 0 < m) {z : ℂ} (hz : 0 < z.re)
    (him : z.im ≠ 0) :
    Tendsto (fun N : ℕ => ∫ ξ : Fin N → ℝ, ‖∏ i, kernel m (z / N) (ξ i)‖) atTop atTop := by
  simp_rw [sliced_absMass hm hz]
  have h := (one_lt_absMass_iff hm hz).2 him
  rw [absMass_eq hm hz] at h
  exact tendsto_pow_atTop_atTop_of_one_lt h

end

end ComplexTimeKernel
```

```lean
#print axioms ComplexTimeKernel.integrable_kernel_iff
-- 'ComplexTimeKernel.integrable_kernel_iff' depends on axioms: [propext, Classical.choice, Quot.sound]
#print axioms ComplexTimeKernel.integral_kernel
-- 'ComplexTimeKernel.integral_kernel' depends on axioms: [propext, Classical.choice, Quot.sound]
#print axioms ComplexTimeKernel.absMass_tendsto_atTop
-- 'ComplexTimeKernel.absMass_tendsto_atTop' depends on axioms: [propext, Classical.choice, Quot.sound]
#print axioms ComplexTimeKernel.sliced_absMass_tendsto_atTop
-- 'ComplexTimeKernel.sliced_absMass_tendsto_atTop' depends on axioms: [propext, Classical.choice, Quot.sound]
```

## The kernel and its absolute mass

In units with \(\hbar=1\), a free particle of mass \(m>0\) has the Hamiltonian \(H=p^2/2m\), and for \(z\neq0\) with \(\operatorname{Re}z\ge0\) the kernel of \(e^{-zH}\) for a displacement \(x\) is

\[
K_z(x)=\sqrt{\frac{m}{2\pi z}}\;\exp\!\left(-\frac{m x^2}{2z}\right).
\]

A positive real \(z=\beta\) gives the unnormalised thermal density matrix at inverse temperature \(\beta\). A purely imaginary \(z=it\) gives evolution through the real time \(t\). This differs from the common usage in which "imaginary time" means the thermal direction: here the imaginary axis of \(z\) is the real-time axis.

In Lean, `kernel m z x` is this formula, with the square root written as the complex power `1 / 2`, which is the principal branch. The kernel is taken as a definition; the file does not derive it from the operator \(H\). The definition covers every complex \(z\), but for \(\operatorname{Re}z<0\) the operator \(e^{-zH}\) is unbounded and statements about `kernel` there concern only the formula. The quantity `absMass m z` is

\[
A(z)=\int_{-\infty}^{\infty}|K_z(x)|\,dx .
\]

The notation \(A(z)\) omits \(m\) because the particle's mass drops out of the result for \(\operatorname{Re}z>0\).

## What the theorems say

All the theorems discussed here assume \(m>0\).

- `integrable_kernel_iff`: for \(z\neq0\), the kernel is absolutely integrable exactly when \(\operatorname{Re}z>0\).
- `absMass_eq`: if \(\operatorname{Re}z>0\), then \(A(z)=\sqrt{|z|/\operatorname{Re}z}\).
- `integral_kernel`: if \(\operatorname{Re}z>0\), the kernel without the modulus integrates to one.
- `one_lt_absMass_iff`: if \(\operatorname{Re}z>0\), then \(A(z)>1\) exactly when \(\operatorname{Im}z\neq0\).
- `absMass_tendsto_atTop`: for real \(t\neq0\), \(A(z)\) tends to infinity as \(z\to it\) within the right half-plane.
- `sliced_absMass` and `sliced_absMass_tendsto_atTop`: if \(\operatorname{Re}z>0\), then \(N\) slices of duration \(z/N\) have absolute mass \((|z|/\operatorname{Re}z)^{N/2}\), which diverges as \(N\to\infty\) when \(z\) is not real.

In the fifth statement, the filter `𝓝[{z : ℂ | 0 < z.re}] ((t : ℂ) * Complex.I)` allows every direction of approach from the right half-plane, not only a horizontal one. The restriction to that half-plane matters, because Lean assigns the value zero to the integral of a non-integrable function, so `absMass` does not record the infinite mass on the imaginary axis itself.

In the sliced statements, `ξ : Fin N → ℝ` is the list of increments \(\xi_0,\dots,\xi_{N-1}\) of a path. All of them are integrated, so the starting point is fixed and the end point is free.

## Cancellation between phases

The kernel integrates to one throughout the right half-plane, while the integral of its modulus grows as \(z\) turns towards the imaginary axis. The excess of \(A(z)\) over one is therefore weight that the phases cancel. It vanishes only for real \(z\), where the kernel is a probability density.

For a simulation that samples free-particle increments from the normalised modulus of the weight, the mean phase factor is the integral of the weight divided by the integral of its modulus. Since each slice integrates to one, this ratio is

\[
\left(\frac{\operatorname{Re}z}{|z|}\right)^{N/2}.
\]

For non-real \(z\) it decays exponentially with the number of slices, which is the sign problem in a model with no potential.

The same growth obstructs a complex measure on path space. Such a measure has finite total variation, and passing to finitely many increments cannot increase it, whereas the masses found here are unbounded in \(N\). That last inference is an argument about path space made in prose; the file itself proves the growth of the finite-dimensional integrals.

## The modulus is a real Gaussian

Let \(w=m/(2\pi z)\) with \(z\neq0\). Its principal root satisfies \((\sqrt w)^2=w\), so \(|\sqrt w|^2=|w|\), and

\[
\left|\sqrt{\frac{m}{2\pi z}}\right|=\sqrt{\frac{m}{2\pi|z|}} .
\]

For the exponential, \(|e^{s}|=e^{\operatorname{Re}s}\). Since \(1/z=\bar z/|z|^2\), we have \(\operatorname{Re}(1/z)=\operatorname{Re}z/|z|^2\), and therefore

\[
|K_z(x)|=\sqrt{\frac{m}{2\pi|z|}}\;e^{-a x^2},\qquad a=\frac{m\operatorname{Re}z}{2|z|^2}.
\]

This is `norm_kernel`. Its steps `hroot` and `hpre` compute the modulus of the prefactor, with `half_power_sq` supplying the squared root, and `hexp` extracts the real part of the exponent.

The function \(e^{-ax^2}\) is integrable exactly when \(a>0\). For \(a=0\) it is constant, and for \(a<0\) it grows. With \(m>0\) and \(z\neq0\), the sign of \(a\) is the sign of \(\operatorname{Re}z\). The Lean proof of `integrable_kernel_iff` follows this route: it replaces the kernel by its norm, removes the nonzero constant in front, and applies Mathlib's criterion for real Gaussians.

For \(\operatorname{Re}z>0\), the Gaussian integral \(\int e^{-ax^2}dx=\sqrt{\pi/a}\) gives

\[
A(z)=\sqrt{\frac{m}{2\pi|z|}}\sqrt{\frac{2\pi|z|^2}{m\operatorname{Re}z}}
=\sqrt{\frac{|z|}{\operatorname{Re}z}} .
\]

In `absMass_eq`, `integral_gaussian` provides the second root, `Real.sqrt_mul` merges the two, and `field_simp` cancels the factors under the root.

Since \(|z|\ge\operatorname{Re}z\), with equality in the right half-plane only for real \(z\), the mass is at least one and exceeds one exactly off the real axis. The proof of `one_lt_absMass_iff` turns \(1<A(z)\) into \(\operatorname{Re}z<|z|\) and then into \(\operatorname{Im}z\neq0\).

## The kernel itself integrates to one

Put \(b=m/(2z)\) and \(u=2\pi z/m\). For \(\operatorname{Re}z>0\), both have positive real part. The formula \(\int e^{-bx^2}dx=\sqrt{\pi/b}\) holds for positive \(b\), and both sides are holomorphic for \(\operatorname{Re}b>0\), so it holds there with the principal root. Because \(\pi/b=u\) and the prefactor of the kernel is \(\sqrt{u^{-1}}\),

\[
\int_{-\infty}^{\infty}K_z(x)\,dx=\sqrt{u^{-1}}\,\sqrt{u}=1 .
\]

The last equality uses \(\sqrt{u^{-1}}=1/\sqrt u\), which is valid for the principal root because \(u\) lies away from the negative real axis.

In `integral_kernel`, `hb` establishes \(\operatorname{Re}b>0\), and `h1` and `h2` identify the two arguments as \(u^{-1}\) and \(u\). The continued Gaussian formula comes from Mathlib as `integral_gaussian_complex`. The branch condition is `hslit`, which `Complex.inv_cpow` needs in order to move the inverse outside the root.

## Divergence at the real-time axis

Let \(z\to it\) with \(t\neq0\) and \(\operatorname{Re}z>0\). Then \(|z|\to|t|>0\), while \(\operatorname{Re}z\to0\) from above. The ratio \(|z|/\operatorname{Re}z\) tends to infinity, and so does its square root.

The Lean proof has the same parts: `hnorm` is the limit of the modulus, `hre` is the one-sided limit of the real part, and `hdiv` multiplies a positive limit by a diverging inverse. The final lines identify the resulting function with `absMass`, which is legitimate because the two agree on the right half-plane.

The condition \(t\neq0\) is needed. As \(z\to0\) along the positive real axis the mass stays equal to one, and along any other ray in the right half-plane it keeps a constant larger value.

## Many slices

For \(N\ge1\), each slice has duration \(z/N\), and

\[
\frac{|z/N|}{\operatorname{Re}(z/N)}=\frac{|z|}{\operatorname{Re}z}.
\]

Shortening the slices does not reduce the absolute mass of any one of them. The modulus of a product is the product of the moduli, and the integral over independent increments factorises:

\[
\int_{\mathbb R^N}\prod_{i=0}^{N-1}|K_{z/N}(\xi_i)|\,d\xi
=\prod_{i=0}^{N-1}A(z/N)
=\left(\sqrt{\frac{|z|}{\operatorname{Re}z}}\right)^{N}.
\]

For \(N=0\) there are no increments, and both sides equal one.

In `sliced_absMass`, the factorisation is `integral_fintype_prod_volume_eq_prod`, and `hslice` shows that every factor has the same value. If \(z\) is not real, that value is greater than one by `one_lt_absMass_iff`, and the powers of a number greater than one diverge. This completes `sliced_absMass_tendsto_atTop`. The divergence takes place at a fixed \(z\) inside the right half-plane, without any approach to the imaginary axis.

## Numbers for z = 3 + 4i

Take \(m=1\) and \(z=3+4i\), so that \(|z|=5\) and \(\operatorname{Re}z=3\). The modulus of the kernel is

\[
|K_z(x)|=\frac{1}{\sqrt{10\pi}}\,e^{-0.06\,x^2}\approx0.1784\,e^{-0.06\,x^2}.
\]

The Gaussian integrates to \(\sqrt{\pi/0.06}\approx7.236\), and the product is about \(1.291\), in agreement with \(\sqrt{5/3}\).

With ten slices of duration \(z/10\), the absolute mass is \((5/3)^5=3125/243\approx12.86\), and the mean phase factor is its inverse, about \(0.078\). With twenty slices the mass is about \(165.4\).

Closer to the real-time axis a single step is already costly. For \(z=0.01+i\) the ratio \(|z|/\operatorname{Re}z\) is about \(100.005\), and the absolute mass is about \(10.0\).
